# Gibbs overshoot of the sawtooth series: at x = π/N the partial sums tend to a limit above π/2

## Two sine waves already overshoot

A finite set of sine waves has to represent a periodic function that jumps. Take the sawtooth that equals (π − x)/2 for 0 < x < 2π and jumps from −π/2 to π/2 at x = 0. Its sine series begins sin x + sin(2x)/2. At x = π/2 these two terms give

1 + 0 = 1,

while the sawtooth there is π/4 ≈ 0.785. The sum is too high by about 0.068π.

The mechanism shows when each term is written as a rectangle of width x = π/2:

1 + 0 = (π/2) · sin(π/2)/(π/2) + (π/2) · sin(π)/π.

This is a two-cell Riemann sum for the integral of sin t / t over [0, π]. With N terms and x = π/N there are N cells. More terms therefore refine the Riemann sum, and its limit does not fall back to π/2.

## A potential step in a plane-wave cell

Let a periodic cell of length L carry a sawtooth potential of jump ΔV, as is used to represent a uniform field across a slab:

V(z) = ΔV (1/2 − z/L), 0 < z < L.

With x = 2πz/L this is ΔV/π times the sawtooth above. If V is built from its plane-wave coefficients up to G_max = 2πN/L, the point x = π/N lies at

z = L/(2N) = π/G_max.

For L = 20 Å and N = 40 that is 0.25 Å from the jump. Doubling N moves the point to 0.125 Å, but the excess there stays between 8 and 9 per cent of ΔV. For this one-dimensional sawtooth with a sharp cutoff, a larger G_max narrows the error beside the jump without removing it.

## The limit and its size

Count the terms from n = 0 and define

S_N(x) = Σ_{n=0}^{N−1} sin((n+1)x)/(n+1),

Si(c) = ∫₀^c (sin t)/t dt.

**The limiting profile.** Let sinc t = (sin t)/t, with sinc 0 = 1, which is continuous. Fix c ≥ 0 and put h = c/N. Then

S_N(h) = Σ_{n=0}^{N−1} h sinc((n+1)h).

This samples sinc at the right end of each of N equal cells of [0, c]. Given ε > 0, choose e > 0 with e·c < ε. By uniform continuity there is a δ > 0 such that sinc varies by less than e over distances below δ. Once h < δ, each cell contributes an error of at most e·h, so the total error is at most N·e·h = e·c < ε. Hence S_N(c/N) → Si(c). At c = 0 both sides are zero.

**Bounds on the sine.** For t ≥ 0, start from sin t ≤ t and integrate from 0 to t:

1 − cos t ≤ t²/2.

Integrate again:

t − sin t ≤ t³/6, so sin t ≥ t − t³/6.

Each further pair of integrations adds a Taylor term and reverses the inequality. After four rounds,

t − t³/6 + t⁵/120 − t⁷/5040 ≤ sin t ≤ t − t³/6 + t⁵/120 − t⁷/5040 + t⁹/362880.

**The value at c = π.** Divide by t, integrate over [0, π] and write q = π². The lower bound is

Si(π) ≥ π(1 − q/18 + q²/600 − q³/35280) ≈ 0.5868π,

and the upper bound adds π q⁴/3265920, which gives about 0.5897π. Therefore

0.58π < Si(π) < 0.59π.

**The overshoot.** Since (π − π/N)/2 → π/2, the difference S_N(π/N) − (π − π/N)/2 tends to Si(π) − π/2, which lies strictly between 0.08π and 0.09π. The difference itself lies between these bounds for all large N. Small N can fail: N = 1 gives zero, and N = 2 gives the 0.068π found above.

## What the Lean statements say

`partialSum N x` is S_N(x), with `Finset.range N` supplying n = 0, …, N − 1. `sineIntegral c` is Si(c); the value of the quotient at the single point t = 0 does not affect the integral. The name `sawtooth` needs care: in Lean it is the straight line (π − x)/2 for every real x, not the periodic function, and the theorem statements concern only its values just to the right of zero.

`gibbs_overshoot` makes three statements: the sums at π/N converge to Si(π), the line tends to π/2 as x approaches 0 from the right (`𝓝[>] 0`), and π/2 < Si(π). `eventually_overshoot` gives the 8 and 9 per cent bounds for all sufficiently large N, without naming a threshold. `tendsto_profile` covers every fixed c ≥ 0.

The step from these statements to the physical setting is the classical fact that the sine series represents the sawtooth; it is taken as known here. The Gibbs phenomenon occurs at the jumps of piecewise smooth functions generally, whereas these theorems treat one explicit series. Nor is π/N exactly the first maximum of S_N, which sits at π/(N+1).

## The complete Lean file

```lean
import Mathlib

open Filter Topology MeasureTheory

namespace GibbsOvershoot

noncomputable section

/-- The sawtooth partial sum `S_N(x) = ∑ sin (n x) / n`, with `n` running from `1` to `N`. -/
def partialSum (N : ℕ) (x : ℝ) : ℝ :=
  ∑ n ∈ Finset.range N, Real.sin (((n : ℝ) + 1) * x) / ((n : ℝ) + 1)

/-- The line `(π - x) / 2`, for every real `x`; on `0 < x < 2 π` it is the sawtooth. -/
def sawtooth (x : ℝ) : ℝ := (Real.pi - x) / 2

/-- The sine integral `Si(c)`, the integral of `sin t / t` from `0` to `c`; the single point
`t = 0`, where the quotient is undefined, does not contribute. -/
def sineIntegral (c : ℝ) : ℝ := ∫ t in (0 : ℝ)..c, Real.sin t / t

/-- For `f` continuous on `ℝ` and `c ≥ 0`, the Riemann sums of `f` on `[0, c]`, sampled at the right
end of each of `N` equal cells, converge to the integral. -/
theorem tendsto_riemannSum {f : ℝ → ℝ} (hf : Continuous f) {c : ℝ} (hc : 0 ≤ c) :
    Tendsto (fun N : ℕ => ∑ n ∈ Finset.range N, c / N * f (((n : ℝ) + 1) * (c / N)))
      atTop (𝓝 (∫ t in (0 : ℝ)..c, f t)) := by
  rw [Metric.tendsto_atTop]
  intro ε hε
  obtain ⟨e, he, hec⟩ : ∃ e : ℝ, 0 < e ∧ e * c < ε :=
    ⟨ε / (c + 1), by positivity, by
      rw [div_mul_eq_mul_div, div_lt_iff₀ (by positivity)]; nlinarith⟩
  have huc := (isCompact_Icc (a := (0 : ℝ)) (b := c)).uniformContinuousOn_of_continuous
    hf.continuousOn
  obtain ⟨δ, hδ, hfδ⟩ := Metric.uniformContinuousOn_iff.1 huc e he
  obtain ⟨M, hM⟩ := exists_nat_gt (c / δ)
  refine ⟨M + 1, fun N hN => ?_⟩
  have hMN : (M : ℝ) + 1 ≤ N := by exact_mod_cast hN
  have hN0 : (0 : ℝ) < N := by
    have : (0 : ℝ) ≤ M := Nat.cast_nonneg M
    linarith
  obtain ⟨h, hh⟩ : ∃ h : ℝ, h = c / N := ⟨_, rfl⟩
  have hNh : (N : ℝ) * h = c := by rw [hh]; field_simp
  have h0 : 0 ≤ h := by rw [hh]; positivity
  have hhδ : h < δ := by
    rw [hh, div_lt_iff₀ hN0]
    rw [div_lt_iff₀ hδ] at hM
    nlinarith
  rw [← hh]
  -- cut the integral into the same cells
  have hsum : ∑ k ∈ Finset.range N, ∫ t in ((k : ℝ) * h)..(((k : ℝ) + 1) * h), f t
      = ∫ t in (0 : ℝ)..c, f t := by
    have := intervalIntegral.sum_integral_adjacent_intervals (f := f) (μ := volume)
      (a := fun k : ℕ => (k : ℝ) * h) (n := N) (fun k _ => hf.intervalIntegrable _ _)
    simpa [hNh] using this
  -- the error in one cell
  have hcell : ∀ k ∈ Finset.range N, |h * f (((k : ℝ) + 1) * h)
      - ∫ t in ((k : ℝ) * h)..(((k : ℝ) + 1) * h), f t| ≤ e * h := by
    intro k hk
    have hkN : (k : ℝ) + 1 ≤ N := by exact_mod_cast Finset.mem_range.1 hk
    have hk0 : 0 ≤ (k : ℝ) * h := by positivity
    have hkc : ((k : ℝ) + 1) * h ≤ c := by
      rw [← hNh]; exact mul_le_mul_of_nonneg_right hkN h0
    have hlen : ((k : ℝ) + 1) * h - k * h = h := by ring
    have heq : h * f (((k : ℝ) + 1) * h) - ∫ t in ((k : ℝ) * h)..(((k : ℝ) + 1) * h), f t
        = ∫ t in ((k : ℝ) * h)..(((k : ℝ) + 1) * h), (f (((k : ℝ) + 1) * h) - f t) := by
      rw [intervalIntegral.integral_sub (continuous_const.intervalIntegrable _ _)
        (hf.intervalIntegrable _ _), intervalIntegral.integral_const, hlen, smul_eq_mul]
    have hb := intervalIntegral.norm_integral_le_of_norm_le_const
      (a := (k : ℝ) * h) (b := ((k : ℝ) + 1) * h) (C := e)
      (f := fun t => f (((k : ℝ) + 1) * h) - f t) (by
        intro t ht
        rw [Set.uIoc_of_le (by linarith)] at ht
        have hd := hfδ (((k : ℝ) + 1) * h) ⟨by linarith, hkc⟩ t
          ⟨by linarith [ht.1], by linarith [ht.2]⟩ (by
            rw [Real.dist_eq, abs_lt]
            constructor <;> linarith [ht.1, ht.2])
        rw [Real.dist_eq] at hd
        exact hd.le)
    rw [hlen, abs_of_nonneg h0, Real.norm_eq_abs] at hb
    rw [heq]
    exact hb
  rw [Real.dist_eq, ← hsum, ← Finset.sum_sub_distrib]
  refine lt_of_le_of_lt ((Finset.abs_sum_le_sum_abs _ _).trans (Finset.sum_le_sum hcell)) ?_
  rw [Finset.sum_const, Finset.card_range, nsmul_eq_mul]
  calc (N : ℝ) * (e * h) = e * (N * h) := by ring
    _ < ε := by rw [hNh]; exact hec

/-- The sine integral is the integral of the continuous function `sinc`, for `c ≥ 0`. -/
theorem sineIntegral_eq_sinc {c : ℝ} (hc : 0 ≤ c) :
    sineIntegral c = ∫ t in (0 : ℝ)..c, Real.sinc t := by
  refine intervalIntegral.integral_congr_ae (Eventually.of_forall fun t ht => ?_)
  rw [Set.uIoc_of_le hc] at ht
  exact (Real.sinc_of_ne_zero ht.1.ne').symm

/-- Gibbs profile: at the distance `c / N` from the jump, with `c ≥ 0` fixed, the partial sums
converge to the sine integral `Si(c)`. -/
theorem tendsto_profile {c : ℝ} (hc : 0 ≤ c) :
    Tendsto (fun N : ℕ => partialSum N (c / N)) atTop (𝓝 (sineIntegral c)) := by
  rw [sineIntegral_eq_sinc hc]
  refine (tendsto_riemannSum Real.continuous_sinc hc).congr fun N => ?_
  refine Finset.sum_congr rfl fun n _ => ?_
  generalize c / (N : ℝ) = x
  have hn : (n : ℝ) + 1 ≠ 0 := by positivity
  by_cases hx : x = 0
  · simp [hx]
  · rw [Real.sinc_of_ne_zero (mul_ne_zero hn hx)]
    field_simp

/-- A function differentiable on all of `ℝ` that vanishes at `0` and has nonnegative slope on
`t ≥ 0` is nonnegative there. -/
theorem nonneg_of_slope {f f' : ℝ → ℝ} (h : ∀ t, HasDerivAt f (f' t) t) (h0 : f 0 = 0)
    (hf : ∀ t, 0 ≤ t → 0 ≤ f' t) (t : ℝ) (ht : 0 ≤ t) : 0 ≤ f t := by
  have hm : MonotoneOn f (Set.Ici 0) := monotoneOn_of_deriv_nonneg (convex_Ici 0)
    (fun t _ => (h t).continuousAt.continuousWithinAt)
    (fun t _ => (h t).differentiableAt.differentiableWithinAt)
    (fun t ht => by rw [(h t).deriv]; exact hf t (interior_subset ht))
  have := hm (Set.mem_Ici.2 le_rfl) (Set.mem_Ici.2 ht) ht
  linarith

/-- Take an upper bound on `s sin t` by an odd polynomial of degree at most 7, valid for `t ≥ 0`.
Integrating it twice from `0` gives, for `t ≥ 0`, an upper bound on `-s sin t` that is two orders
higher. -/
theorem sin_step (s a b c d : ℝ)
    (h : ∀ t, 0 ≤ t → s * Real.sin t ≤ a * t + b * t ^ 3 + c * t ^ 5 + d * t ^ 7)
    (t : ℝ) (ht : 0 ≤ t) : -s * Real.sin t ≤
      -s * t + a / 6 * t ^ 3 + b / 20 * t ^ 5 + c / 42 * t ^ 7 + d / 72 * t ^ 9 := by
  have hcos := nonneg_of_slope
    (f := fun t => s * Real.cos t - s + a / 2 * t ^ 2 + b / 4 * t ^ 4 + c / 6 * t ^ 6
      + d / 8 * t ^ 8)
    (f' := fun t => a * t + b * t ^ 3 + c * t ^ 5 + d * t ^ 7 - s * Real.sin t)
    (fun t => ((((((Real.hasDerivAt_cos t).const_mul s).fun_sub (hasDerivAt_const t s)).fun_add
      ((hasDerivAt_pow 2 t).const_mul (a / 2))).fun_add
      ((hasDerivAt_pow 4 t).const_mul (b / 4))).fun_add
      ((hasDerivAt_pow 6 t).const_mul (c / 6))).fun_add
      ((hasDerivAt_pow 8 t).const_mul (d / 8)) |>.congr_deriv (by push_cast; ring))
    (by simp) (fun t ht => by linarith [h t ht])
  have hsin := nonneg_of_slope
    (f := fun t => s * Real.sin t - s * t + a / 6 * t ^ 3 + b / 20 * t ^ 5 + c / 42 * t ^ 7
      + d / 72 * t ^ 9)
    (fun t => ((((((Real.hasDerivAt_sin t).const_mul s).fun_sub
      ((hasDerivAt_id' t).const_mul s)).fun_add
      ((hasDerivAt_pow 3 t).const_mul (a / 6))).fun_add
      ((hasDerivAt_pow 5 t).const_mul (b / 20))).fun_add
      ((hasDerivAt_pow 7 t).const_mul (c / 42))).fun_add
      ((hasDerivAt_pow 9 t).const_mul (d / 72)) |>.congr_deriv (by push_cast; ring))
    (by simp) hcos t ht
  linarith

/-- The sine integral `Si(π)` lies strictly between `0.58 π` and `0.59 π`. -/
theorem sineIntegral_pi_bounds :
    0.58 * Real.pi < sineIntegral Real.pi ∧ sineIntegral Real.pi < 0.59 * Real.pi := by
  -- Taylor bounds on the sine, starting from `sin t ≤ t`
  have h1 := sin_step 1 1 0 0 0 (fun t ht => by linarith [Real.sin_le ht])
  have h2 := sin_step (-1) (-1) (1 / 6) 0 0 (fun t ht => by linarith [h1 t ht])
  have h3 := sin_step 1 1 (-1 / 6) (1 / 120) 0 (fun t ht => by linarith [h2 t ht])
  have h4 := sin_step (-1) (-1) (1 / 6) (-1 / 120) (1 / 5040)
    (fun t ht => by linarith [h3 t ht])
  have hint : ∀ d : ℝ, ∫ t in (0 : ℝ)..Real.pi,
      (1 - t ^ 2 / 6 + t ^ 4 / 120 - t ^ 6 / 5040 + d * t ^ 8)
      = Real.pi * (1 - Real.pi ^ 2 / 18 + (Real.pi ^ 2) ^ 2 / 600 - (Real.pi ^ 2) ^ 3 / 35280
        + d / 9 * (Real.pi ^ 2) ^ 4) := by
    intro d
    rw [intervalIntegral.integral_eq_sub_of_hasDerivAt
      (f := fun t => t - t ^ 3 / 18 + t ^ 5 / 600 - t ^ 7 / 35280 + d / 9 * t ^ 9)
      (fun t _ => (((((hasDerivAt_id' t).fun_sub ((hasDerivAt_pow 3 t).div_const 18)).fun_add
        ((hasDerivAt_pow 5 t).div_const 600)).fun_sub
        ((hasDerivAt_pow 7 t).div_const 35280)).fun_add
        ((hasDerivAt_pow 9 t).const_mul (d / 9))).congr_deriv (by push_cast; ring))
      (Continuous.intervalIntegrable (by fun_prop) _ _)]
    ring
  have hpi := Real.pi_pos
  have hlow := intervalIntegral.integral_mono_on (μ := volume) hpi.le
    (f := fun t : ℝ => 1 - t ^ 2 / 6 + t ^ 4 / 120 - t ^ 6 / 5040 + 0 * t ^ 8)
    (g := Real.sinc) (Continuous.intervalIntegrable (by fun_prop) _ _)
    (Real.continuous_sinc.intervalIntegrable _ _) (by
      intro t ht
      rcases eq_or_lt_of_le ht.1 with rfl | h
      · simp
      · rw [Real.sinc_of_ne_zero h.ne', le_div_iff₀ h]
        linarith [h3 t h.le])
  have hupp := intervalIntegral.integral_mono_on (μ := volume) hpi.le
    (f := Real.sinc)
    (g := fun t : ℝ => 1 - t ^ 2 / 6 + t ^ 4 / 120 - t ^ 6 / 5040 + 1 / 362880 * t ^ 8)
    (Real.continuous_sinc.intervalIntegrable _ _)
    (Continuous.intervalIntegrable (by fun_prop) _ _) (by
      intro t ht
      rcases eq_or_lt_of_le ht.1 with rfl | h
      · simp
      · rw [Real.sinc_of_ne_zero h.ne', div_le_iff₀ h]
        linarith [h4 t h.le])
  rw [hint, ← sineIntegral_eq_sinc hpi.le] at hlow
  rw [hint, ← sineIntegral_eq_sinc hpi.le] at hupp
  -- decimal bounds on the powers of `π ^ 2`
  have ql : 9.869 < Real.pi ^ 2 := by nlinarith [Real.pi_gt_d4]
  have qu : Real.pi ^ 2 < 9.87 := by nlinarith [Real.pi_lt_d4]
  generalize Real.pi ^ 2 = q at *
  have q0 : 0 ≤ q := by linarith
  have l2 := pow_lt_pow_left₀ ql (by norm_num) (two_ne_zero)
  have u2 := pow_lt_pow_left₀ qu q0 (two_ne_zero)
  have l3 := pow_lt_pow_left₀ ql (by norm_num) (three_ne_zero)
  have u3 := pow_lt_pow_left₀ qu q0 (three_ne_zero)
  have u4 := pow_lt_pow_left₀ qu q0 (four_ne_zero)
  norm_num at l2 u2 l3 u3 u4
  constructor
  · refine lt_of_lt_of_le ?_ hlow
    rw [mul_comm]
    exact mul_lt_mul_of_pos_left (by linarith) hpi
  · refine lt_of_le_of_lt hupp ?_
    rw [mul_comm (0.59 : ℝ)]
    exact mul_lt_mul_of_pos_left (by linarith) hpi

/-- Gibbs overshoot: the partial sums at `x = π / N` converge to `Si(π)`, which is strictly
greater than `π / 2`, the right limit of the sawtooth at the jump. -/
theorem gibbs_overshoot :
    Tendsto (fun N : ℕ => partialSum N (Real.pi / N)) atTop (𝓝 (sineIntegral Real.pi)) ∧
    Tendsto sawtooth (𝓝[>] 0) (𝓝 (Real.pi / 2)) ∧
    Real.pi / 2 < sineIntegral Real.pi := by
  refine ⟨tendsto_profile Real.pi_pos.le, ?_, ?_⟩
  · have hc : Continuous sawtooth := by unfold sawtooth; fun_prop
    have h := hc.tendsto 0
    simp only [sawtooth, sub_zero] at h
    exact h.mono_left nhdsWithin_le_nhds
  · linarith [sineIntegral_pi_bounds.1, Real.pi_pos]

/-- For all sufficiently large `N`, the partial sum at `x = π / N` exceeds the sawtooth at the
same point by between 8 and 9 per cent of `π`. -/
theorem eventually_overshoot : ∀ᶠ N : ℕ in atTop,
    0.08 * Real.pi < partialSum N (Real.pi / N) - sawtooth (Real.pi / N) ∧
    partialSum N (Real.pi / N) - sawtooth (Real.pi / N) < 0.09 * Real.pi := by
  have hc : Continuous sawtooth := by unfold sawtooth; fun_prop
  have hs := (hc.tendsto 0).comp (tendsto_const_div_atTop_nhds_zero_nat Real.pi)
  have hd := gibbs_overshoot.1.sub hs
  have h0 : sawtooth 0 = Real.pi / 2 := by simp [sawtooth]
  rw [h0] at hd
  obtain ⟨hl, hu⟩ := sineIntegral_pi_bounds
  exact (hd.eventually_const_lt (by linarith)).and (hd.eventually_lt_const (by linarith))

end

end GibbsOvershoot
```

```lean
#print axioms GibbsOvershoot.gibbs_overshoot
-- 'GibbsOvershoot.gibbs_overshoot' depends on axioms: [propext, Classical.choice, Quot.sound]
#print axioms GibbsOvershoot.eventually_overshoot
-- 'GibbsOvershoot.eventually_overshoot' depends on axioms: [propext, Classical.choice, Quot.sound]
```

## From Riemann sums to the overshoot

`tendsto_riemannSum` proves the convergence argument for any continuous function. It takes e = ε/(c + 1), which also works at c = 0. The step `hsum` cuts the integral into cells, `hcell` bounds the error in one cell by e·h, and the closing `calc` adds the N errors.

`sineIntegral_eq_sinc` replaces the quotient by the continuous `Real.sinc`. `tendsto_profile` then matches the partial sum with the Riemann sum term by term, treating a sampling distance of zero separately.

`nonneg_of_slope` is the monotonicity fact behind integrating an inequality: a function that is zero at t = 0 and has nonnegative slope for all t ≥ 0 is nonnegative for all t ≥ 0. `sin_step` applies it twice, first to an expression in the cosine (`hcos`) and then to one in the sine (`hsin`). Its parameter `s` carries the sign, so the same lemma produces both upper and lower bounds.

In `sineIntegral_pi_bounds`, `h1` to `h4` are the four rounds. The formula `hint` integrates the polynomial with a free last coefficient `d`, which is 0 for the lower bound and 1/362880 for the upper one. `hlow` and `hupp` compare the integrals. The bounds 9.869 < π² < 9.87 and their powers then reduce the claim to linear inequalities, which `linarith` closes.

`gibbs_overshoot` combines the profile at c = π, the continuity of the line and the lower bound 0.58π. `eventually_overshoot` subtracts the two limits; because the limiting difference lies strictly between 0.08π and 0.09π, the differences eventually do too.
